# The proper piezoelectric response is the same on every polarization branch

Let \(A\) be a real \(3\times3\) strain, \(F(t)=1+tA\) the deformation it generates, and \(P_1(t)\) a polarization that is differentiable at \(t=0\). Let a second branch differ from it by a fixed vector \(R\) carried along with the strained cell:

\[
P_2(t)=P_1(t)+\frac{F(t)R}{\det F(t)} .
\]

Then

\[
P_2'(0)+\operatorname{tr}(A)\,P_2(0)-A\,P_2(0)=P_1'(0)+\operatorname{tr}(A)\,P_1(0)-A\,P_1(0).
\]

This combination is the proper piezoelectric response to \(A\). The bare derivative \(P'(0)\) generally does depend on the branch.

## Piezoelectric constants from Berry-phase polarizations

In a periodic insulating crystal the polarization is defined only up to a quantum, a charge times a lattice vector divided by the cell volume. A homogeneous strain can change both the lattice vector and the volume. If \(R\) is the quantum of the unstrained cell, the strained cell has the quantum \(F(t)R/\det F(t)\).

A code that differentiates Cartesian polarizations with respect to strain therefore gets a number that can depend on the branch its phases happened to land on. The two correction terms remove this dependence. With \(A\) equal to the matrix whose only nonzero entry is a 1 in row \(j\), column \(k\), component \(i\) of the proper response reads

\[
\frac{\partial P_i}{\partial A_{jk}}+\delta_{jk}P_i-\delta_{ij}P_k .
\]

The piezoelectric response of the crystal refers to its total polarization, so the ionic contribution must be included with the electronic one, and in a PAW or ultrasoft calculation the augmentation contribution as well. Because the correction is linear in \(P\), additive contributions can be corrected together or separately and then summed.

The branch independence assumes that \(R\) stays fixed along the strain path. If the phases jump by a quantum between two strained calculations, the finite difference is wrong, and the correction terms do not repair it.

## Derivation by the product rule

**Volume.** Expanding the determinant in powers of \(t\) gives

\[
\det F(t)=1+t\operatorname{tr}A+t^2q(t)
\]

with a polynomial \(q\). Hence \(\det F(0)=1\), the derivative of \(\det F\) at zero is \(\operatorname{tr}A\), and that of \(1/\det F\) is \(-\operatorname{tr}A\).

**Convected vectors.** Let \(p(t)\) be a vector referred to the unstrained cell and differentiable at zero. Since \(F(t)p(t)=p(t)+tA\,p(t)\), the derivative of this product at zero is \(p'(0)+A\,p(0)\). Including the volume factor,

\[
\frac{d}{dt}\left.\frac{F(t)p(t)}{\det F(t)}\right|_{t=0}
=p'(0)+A\,p(0)-\operatorname{tr}(A)\,p(0).
\]

If the polarization is written as \(P(t)=F(t)p(t)/\det F(t)\), then \(P(0)=p(0)\), and adding \(\operatorname{tr}(A)P(0)-A\,P(0)\) leaves exactly \(p'(0)\). The proper response is thus the derivative of the reduced polarization \(p\), whose components along the unstrained lattice vectors are, for the total polarization, proportional to the total phases, with the electronic Berry phases and the ionic contributions taken together.

**Change of branch.** For the constant vector \(p(t)=R\), the same formula gives

\[
P_2'(0)=P_1'(0)+A R-\operatorname{tr}(A)R,\qquad P_2(0)=P_1(0)+R .
\]

The correction terms for \(P_2\) contain the additional contribution \(\operatorname{tr}(A)R-A R\), which cancels the change in the derivative. For an isotropic strain \(A=\varepsilon 1\) in three dimensions, the change in the bare derivative is \(\varepsilon R-3\varepsilon R=-2\varepsilon R\).

**Uniqueness of the correction.** Consider a corrected response \(P'(0)+M P(0)\) with a fixed matrix \(M\). Adding the quantum \(R\) changes it by \(A R-\operatorname{tr}(A)R+M R\). This vanishes exactly when

\[
M R=(\operatorname{tr}(A)1-A)R .
\]

Let the columns of an invertible matrix \(B\) be a full set of independent quanta. Imposing the condition on each column gives \(MB=(\operatorname{tr}(A)1-A)B\), and multiplying by \(B^{-1}\) on the right gives \(M=\operatorname{tr}(A)1-A\). Conversely, this \(M\) satisfies the condition for every \(R\).

## The Lean file

```lean
import Mathlib

open Matrix

namespace ProperPiezoelectricResponse

noncomputable section

variable {n : Type*} [Fintype n] [DecidableEq n]

/-- The homogeneous deformation `F(t) = 1 + t A` generated by the strain `A`. -/
def strainMap (A : Matrix n n ℝ) (t : ℝ) : Matrix n n ℝ := 1 + t • A

/-- The vector `F(t) v / det F(t)`: a reference vector `v` carried along by the strained cell
and divided by the relative cell volume. -/
def convected (A : Matrix n n ℝ) (v : n → ℝ) (t : ℝ) : n → ℝ :=
  (strainMap A t).det⁻¹ • (strainMap A t *ᵥ v)

/-- The polarization branch obtained from `P` by adding the convected quantum `R`. -/
def branch (A : Matrix n n ℝ) (P : ℝ → n → ℝ) (R : n → ℝ) (t : ℝ) : n → ℝ :=
  P t + convected A R t

/-- The proper piezoelectric response `P'(0) + tr(A) P(0) - A P(0)` to the strain `A`. -/
def properResponse (A : Matrix n n ℝ) (P : ℝ → n → ℝ) : n → ℝ :=
  deriv P 0 + A.trace • P 0 - A *ᵥ P 0

/-- At zero strain a convected vector equals its reference vector. -/
theorem convected_zero (A : Matrix n n ℝ) (v : n → ℝ) : convected A v 0 = v := by
  simp [convected, strainMap]

/-- The relative cell volume `det F(t)` changes at the rate `tr A` at zero strain. -/
theorem hasDerivAt_volume (A : Matrix n n ℝ) :
    HasDerivAt (fun t : ℝ => (strainMap A t).det) A.trace 0 := by
  -- the determinant is `1 + t tr A` plus a polynomial multiple of `t ^ 2`
  obtain ⟨q, hq⟩ : ∃ q : Polynomial ℝ, ∀ t : ℝ,
      (strainMap A t).det = 1 + A.trace * t + q.eval t * t ^ 2 :=
    ⟨_, fun t => Matrix.det_one_add_smul t A⟩
  have h1 : HasDerivAt (fun t : ℝ => 1 + A.trace * t) (A.trace * 1) 0 :=
    ((hasDerivAt_id' (0 : ℝ)).const_mul A.trace).const_add 1
  have h2 := (q.hasDerivAt 0).fun_mul (hasDerivAt_pow 2 (0 : ℝ))
  have h3 := (h1.fun_add h2).congr_deriv (g' := A.trace) (by simp)
  exact h3.congr_of_eventuallyEq (Filter.Eventually.of_forall hq)

/-- The rate of change at zero strain of a convected vector whose reference vector `p(t)`
itself depends on the strain. -/
theorem hasDerivAt_convected (A : Matrix n n ℝ) {p : ℝ → n → ℝ} {p' : n → ℝ}
    (hp : HasDerivAt p p' 0) :
    HasDerivAt (fun t => convected A (p t) t) (p' + A *ᵥ p 0 - A.trace • p 0) 0 := by
  have h0 : (strainMap A 0).det = 1 := by simp [strainMap]
  have hA : HasDerivAt (fun t => A *ᵥ p t) (A *ᵥ p') 0 :=
    (LinearMap.toContinuousLinearMap (Matrix.mulVecLin A)).hasFDerivAt.comp_hasDerivAt
      (0 : ℝ) hp
  -- the deformed vector `F(t) p(t) = p(t) + t A p(t)`
  have hF : HasDerivAt (fun t => strainMap A t *ᵥ p t) (p' + A *ᵥ p 0) 0 := by
    have h1 : HasDerivAt (fun t : ℝ => p t + t • (A *ᵥ p t))
        (p' + ((0 : ℝ) • (A *ᵥ p') + (1 : ℝ) • (A *ᵥ p 0))) 0 :=
      hp.add ((hasDerivAt_id' (0 : ℝ)).smul hA)
    have h2 : (fun t => strainMap A t *ᵥ p t) = fun t : ℝ => p t + t • (A *ᵥ p t) := by
      funext t
      rw [strainMap, Matrix.add_mulVec, Matrix.one_mulVec, Matrix.smul_mulVec]
    rw [h2]
    exact h1.congr_deriv (by module)
  -- the inverse volume
  have hV : HasDerivAt (fun t : ℝ => (strainMap A t).det⁻¹) (-A.trace) 0 := by
    have h1 : HasDerivAt (fun t : ℝ => (strainMap A t).det⁻¹)
        (-A.trace / (strainMap A 0).det ^ 2) 0 :=
      (hasDerivAt_volume A).inv (by rw [h0]; exact one_ne_zero)
    exact h1.congr_deriv (by rw [h0]; simp)
  have h : HasDerivAt (fun t => convected A (p t) t)
      ((strainMap A 0).det⁻¹ • (p' + A *ᵥ p 0) + (-A.trace) • (strainMap A 0 *ᵥ p 0)) 0 :=
    hV.smul hF
  refine h.congr_deriv ?_
  have h1 : strainMap A 0 = 1 := by simp [strainMap]
  rw [h0, h1, Matrix.one_mulVec, inv_one]
  module

/-- For a polarization `F(t) p(t) / det F(t)`, the proper response is the derivative of the
reduced polarization `p` at zero strain. -/
theorem properResponse_convected (A : Matrix n n ℝ) {p : ℝ → n → ℝ}
    (hp : DifferentiableAt ℝ p 0) :
    properResponse A (fun t => convected A (p t) t) = deriv p 0 := by
  rw [properResponse, (hasDerivAt_convected A hp.hasDerivAt).deriv, convected_zero]
  module

/-- The bare strain derivative of the polarization changes by `A R - tr(A) R` when the
branch is changed by the quantum `R`. -/
theorem deriv_branch (A : Matrix n n ℝ) {P : ℝ → n → ℝ} (hP : DifferentiableAt ℝ P 0)
    (R : n → ℝ) :
    deriv (branch A P R) 0 = deriv P 0 + (A *ᵥ R - A.trace • R) := by
  have h : HasDerivAt (branch A P R) (deriv P 0 + (0 + A *ᵥ R - A.trace • R)) 0 :=
    hP.hasDerivAt.add (hasDerivAt_convected A (hasDerivAt_const (0 : ℝ) R))
  rw [h.deriv, zero_add]

/-- The proper piezoelectric response is the same for all branches of the polarization. -/
theorem properResponse_branch (A : Matrix n n ℝ) {P : ℝ → n → ℝ}
    (hP : DifferentiableAt ℝ P 0) (R : n → ℝ) :
    properResponse A (branch A P R) = properResponse A P := by
  have h0 : branch A P R 0 = P 0 + R := by rw [branch, convected_zero]
  rw [properResponse, properResponse, deriv_branch A hP, h0, Matrix.mulVec_add]
  module

/-- Under an isotropic strain `ε` in three dimensions, the bare strain derivative changes by
`-2 ε R` when the branch is changed by the quantum `R`. -/
theorem deriv_branch_isotropic (ε : ℝ) {P : ℝ → Fin 3 → ℝ} (hP : DifferentiableAt ℝ P 0)
    (R : Fin 3 → ℝ) :
    deriv (branch (ε • (1 : Matrix (Fin 3) (Fin 3) ℝ)) P R) 0 = deriv P 0 - (2 * ε) • R := by
  have ht : (ε • (1 : Matrix (Fin 3) (Fin 3) ℝ)).trace = 3 * ε := by
    rw [Matrix.trace_smul, Matrix.trace_one, Fintype.card_fin, smul_eq_mul]
    push_cast
    ring
  rw [deriv_branch _ hP, ht, Matrix.smul_mulVec, Matrix.one_mulVec]
  module

/-- Let the columns of an invertible matrix `B` be the polarization quanta. A corrected
response `P'(0) + M P(0)` is unchanged by each of these quanta exactly when
`M = tr(A) 1 - A`. -/
theorem correction_unique (A M B : Matrix n n ℝ) (hB : IsUnit B.det) {P : ℝ → n → ℝ}
    (hP : DifferentiableAt ℝ P 0) :
    (∀ i, deriv (branch A P (fun k => B k i)) 0 + M *ᵥ branch A P (fun k => B k i) 0
        = deriv P 0 + M *ᵥ P 0) ↔ M = A.trace • (1 : Matrix n n ℝ) - A := by
  -- invariance under one quantum fixes the action of `M` on that quantum
  have key : ∀ R : n → ℝ,
      (deriv (branch A P R) 0 + M *ᵥ branch A P R 0 = deriv P 0 + M *ᵥ P 0) ↔
        M *ᵥ R = (A.trace • (1 : Matrix n n ℝ) - A) *ᵥ R := by
    intro R
    have h0 : branch A P R 0 = P 0 + R := by rw [branch, convected_zero]
    rw [deriv_branch A hP, h0, Matrix.mulVec_add, Matrix.sub_mulVec, Matrix.smul_mulVec,
      Matrix.one_mulVec]
    constructor
    · intro h
      linear_combination (norm := module) h
    · intro h
      linear_combination (norm := module) h
  constructor
  · intro h
    -- the quanta span space, so `M` is fixed completely
    have hMB : M * B = (A.trace • (1 : Matrix n n ℝ) - A) * B := by
      ext j i
      exact congrFun ((key _).1 (h i)) j
    calc M = M * B * B⁻¹ := by
          rw [Matrix.mul_assoc, Matrix.mul_nonsing_inv _ hB, Matrix.mul_one]
      _ = (A.trace • (1 : Matrix n n ℝ) - A) * B * B⁻¹ := by rw [hMB]
      _ = A.trace • (1 : Matrix n n ℝ) - A := by
          rw [Matrix.mul_assoc, Matrix.mul_nonsing_inv _ hB, Matrix.mul_one]
  · intro h i
    exact (key _).2 (by rw [h])

end

end ProperPiezoelectricResponse
```

```lean
#print axioms ProperPiezoelectricResponse.properResponse_convected
#print axioms ProperPiezoelectricResponse.properResponse_branch
#print axioms ProperPiezoelectricResponse.deriv_branch_isotropic
#print axioms ProperPiezoelectricResponse.correction_unique
```

```
'ProperPiezoelectricResponse.properResponse_convected' depends on axioms: [propext, Classical.choice, Quot.sound]
'ProperPiezoelectricResponse.properResponse_branch' depends on axioms: [propext, Classical.choice, Quot.sound]
'ProperPiezoelectricResponse.deriv_branch_isotropic' depends on axioms: [propext, Classical.choice, Quot.sound]
'ProperPiezoelectricResponse.correction_unique' depends on axioms: [propext, Classical.choice, Quot.sound]
```

## Branch invariance as stated in Lean

The index type `n` is any finite type, so the main theorem holds in every finite dimension; the \(3\times3\) case is `n = Fin 3`. Vectors are functions `n → ℝ`, and `*ᵥ` is the matrix–vector product. The physical objects correspond to four definitions:

- `strainMap A t` is the deformation \(F(t)\).
- `convected A v t` is \(F(t)v/\det F(t)\).
- `branch A P R` is the polarization path `P` with the convected vector `R` added.
- `properResponse A P` is \(P'(0)+\operatorname{tr}(A)P(0)-A\,P(0)\), with the derivative written `deriv P 0`.

The theorem `properResponse_branch` says that if `P` is differentiable at zero, then for every real vector `R` the paths `branch A P R` and `P` have the same proper response. \(R\) need not be a lattice quantum, and `A` need not be symmetric, so a strain with a rotational part is included.

`properResponse_convected` identifies the proper response with the derivative of the reduced polarization. `correction_unique` states the uniqueness result as an equivalence: the corrected response is unchanged by each column of `B`, added one at a time, exactly when `M = A.trace • 1 - A`. The hypothesis `IsUnit B.det` expresses that the quanta are linearly independent, as they are for the three primitive vectors of a crystal lattice.

## How the lemmas follow the derivation

`hasDerivAt_volume` takes the expansion of the determinant from Mathlib's `Matrix.det_one_add_smul` and differentiates it term by term. The quadratic remainder contributes nothing at zero.

`hasDerivAt_convected` is the product-rule step. Inside it, `hF` differentiates \(F(t)p(t)\) after rewriting it as \(p(t)+tA\,p(t)\), and `hV` differentiates the inverse volume. The two are combined by `hV.smul hF`, the product rule for a scalar times a vector. The tactic `module` then collects the vector terms.

`deriv_branch` applies this lemma to a constant reference vector and adds the derivative of `P`. In `properResponse_branch`, the value and the derivative of the new branch are inserted into the definition, and `module` verifies the cancellation. `deriv_branch_isotropic` evaluates the trace of \(\varepsilon 1\) as \(3\varepsilon\) and obtains the shift \(-2\varepsilon R\).

In `correction_unique`, the intermediate statement `key` turns invariance under one quantum into a condition on \(M R\). The forward direction assembles these conditions column by column into `hMB` and cancels \(B\). The reverse direction substitutes the stated \(M\) into `key`.

## Limits set by smooth paths and exact derivatives

The polarization enters as a given function of \(t\). Its Berry-phase expression and the quantization of its branches are physical background that the Lean file does not model. The transformation of the quantum under strain is physical input, encoded in the definition of `branch`. Differentiability at zero strain is assumed. Physically, it means that the crystal responds smoothly and that one branch is followed continuously; it can fail at a structural instability or when the gap closes.

Whether the ions are clamped or relaxed is likewise contained in \(P(t)\), and the identity holds for either path. The strain is homogeneous and linear in \(t\), so strain gradients and flexoelectric response lie outside the model.

The theorems concern exact derivatives. With a central difference of step \(h\), correcting the Cartesian derivative afterwards leaves, in general, a branch dependence of order \(h^2\). Differencing the reduced polarization \(p(t)=\det F(t)\,F(t)^{-1}P(t)\) avoids it, because the two branches then differ by the constant \(R\), which drops out at any step for which \(F(\pm h)\) is invertible.
